# For N particles at distinct points on a line, the sum of xᵢ/(xᵢ − xⱼ) over ordered pairs i ≠ j is N(N − 1)/2

The theorem `pair_virial` takes a finite number N of particles on a line, with real coordinates xᵢ no two of which coincide. It says that if each particle's coordinate is multiplied by the sum of the inverse signed separations 1/(xᵢ − xⱼ) from all the others, and the results are added, the total is N(N − 1)/2, wherever the particles sit. The proof first lets the inner sum run over all j, which is harmless because Lean takes 1/0 to be 0. It then adds the double sum to a copy of itself with the two labels exchanged, so that each ordered pair of different particles contributes exactly 1, and counts the pairs to get twice the wanted value.

The first attempt, which Lean rejects:

```lean
import Mathlib

open Finset Function

namespace CalogeroLocalEnergy

noncomputable section

variable {N : ℕ}

/-- A vanishing self-term may be included in a sum over the other particles. -/
theorem sum_others (i : Fin N) (f : Fin N → ℝ) (h : f i = 0) :
    ∑ j with j ≠ i, f j = ∑ j, f j :=
  Finset.sum_filter_of_ne fun j _ hj e => hj (by rw [e]; exact h)

/-- The virial of the inverse-distance pair terms depends only on the particle number. -/
theorem pair_virial {x : Fin N → ℝ} (hx : Injective x) :
    ∑ i, x i * ∑ j with j ≠ i, 1 / (x i - x j) = (N : ℝ) * (N - 1) / 2 := by
  have h1 : ∑ i, x i * ∑ j with j ≠ i, 1 / (x i - x j) =
      ∑ i, ∑ j, x i * (1 / (x i - x j)) := by
    refine sum_congr rfl fun i _ => ?_
    rw [sum_others i (fun j => 1 / (x i - x j)) (by simp), Finset.mul_sum]
  have h2 : ∑ i, ∑ j, x j * (1 / (x j - x i)) =
      ∑ i, ∑ j, x i * (1 / (x i - x j)) := Finset.sum_comm
  -- exchanging the two particles adds up to one for each ordered pair
  have h3 : ∑ i, ∑ j, (x i * (1 / (x i - x j)) + x j * (1 / (x j - x i))) =
      ∑ i : Fin N, ∑ j : Fin N, ((1 : ℝ) - if i = j then 1 else 0) := by
    refine sum_congr rfl fun i _ => sum_congr rfl fun j _ => ?_
    by_cases h : i = j
    · simp [h]
    · have hn : x i - x j ≠ 0 := sub_ne_zero.2 (hx.ne h)
      rw [if_neg h, ← neg_sub (x i) (x j), div_neg]
      linear_combination mul_one_div_cancel hn
  have h4 : ∑ i : Fin N, ∑ j : Fin N, ((1 : ℝ) - if i = j then 1 else 0) = N * (N - 1) := by
    simp [Finset.sum_sub_distrib]
  simp only [Finset.sum_add_distrib] at h3
  linarith

end

end CalogeroLocalEnergy
```

The error:

```
Main.lean:34:90: error: unsolved goals
N : ℕ
x : Fin N → ℝ
hx : Injective x
h1 : ∑ i, x i * ∑ j with j ≠ i, 1 / (x i - x j) = ∑ i, ∑ j, x i * (1 / (x i - x j))
h2 : ∑ i, ∑ j, x j * (1 / (x j - x i)) = ∑ i, ∑ j, x i * (1 / (x i - x j))
h3 : ∑ i, ∑ j, (x i * (1 / (x i - x j)) + x j * (1 / (x j - x i))) = ∑ i, ∑ j, (1 - if i = j then 1 else 0)
⊢ ↑N * ↑N - ↑N = ↑N * (↑N - 1)
```

Cause. The one error is in `h4`, the step that counts ordered pairs of different particles by summing 1 minus an indicator of i = j. "Unsolved goals" means here that `simp` made progress but did not finish. It evaluated the double sum correctly, using `Finset.sum_sub_distrib` to split sums of differences, and so arrived at `↑N * ↑N - ↑N`. The right-hand side stayed in the factored form in which it was stated, `↑N * (↑N - 1)`. The two are equal, but `simp` did not multiply out the product on the right, so it could not see that they match.

The repair adds `ring` after `simp`. What remains is an identity between polynomials in the real number `↑N`, which `ring` proves by bringing both sides to a common normal form. Nothing else in the proof is changed.

Lean accepts the file once it reads:

```diff
@@ -34,4 +34,5 @@
   have h4 : ∑ i : Fin N, ∑ j : Fin N, ((1 : ℝ) - if i = j then 1 else 0) = N * (N - 1) := by
     simp [Finset.sum_sub_distrib]
+    ring
   simp only [Finset.sum_add_distrib] at h3
   linarith
```
